# Closed form, positivity and small-$k$ limit of the surface-compensated Coulomb kernel

The Fourier transform of a spherically symmetric potential can be defined as an integral over three-dimensional space or as the one-dimensional radial integral to which it reduces. Here the radial integral is the definition, and the potential in it is likewise written down as a formula. The two physical steps behind these definitions, the shell theorem and the angular integration, are therefore inputs, and the theorems begin after them.

A unit point charge sits at the origin, and a total charge $-1$ is spread uniformly over a sphere of radius $R > 0$ around it. Units are such that a unit charge produces the potential $1/r$ at distance $r$. By the shell theorem the surface charge contributes $-1/R$ inside the sphere and $-1/r$ outside, so the total potential is

$$\varphi_R(r) = \frac1r - \frac1R \quad (0 < r \le R), \qquad \varphi_R(r) = 0 \quad (r > R).$$

The same function is the Coulomb pair potential truncated at $R$ and shifted to vanish there, a form met in simulations with a spherical cutoff, and its transform stays bounded as the wavenumber $k$ goes to zero, where the bare kernel $4\pi/k^2$ of plane-wave electronic structure diverges; the results below concern one point charge with a sharp, undamped spherical cutoff and include no lattice sum.

```lean
import Mathlib

open Real Filter Topology

namespace SurfaceCompensatedKernel

noncomputable section
```

## The potential and its radial transform

The function `compPotential R r` is the interior formula $1/r - 1/R$. It does not encode the vanishing exterior potential, which enters only through the upper limit $R$ of the integrals.

```lean
/-- Potential `1/r - 1/R` inside a sphere of radius `R`, for a unit point charge at the centre
and an opposite charge spread uniformly over the surface. -/
def compPotential (R r : ℝ) : ℝ := 1 / r - 1 / R
```

Let $\mathbf k$ be a wave vector of length $k > 0$, and take the transform with the factor $e^{-i\mathbf k\cdot\mathbf r}$ and no prefactor. With $x$ the cosine of the angle between $\mathbf k$ and $\mathbf r$,

$$V(k) = \int \varphi_R(r)\, e^{-i\mathbf k\cdot\mathbf r}\, d^3r = \int_0^R r^2 \varphi_R(r)\; 2\pi\!\int_{-1}^{1} e^{-ikrx}\,dx\; dr = \int_0^R 4\pi r^2 \varphi_R(r)\,\frac{\sin kr}{kr}\,dr ,$$

because $\int_{-1}^{1} e^{-ikrx}dx = 2\sin(kr)/(kr)$. The last integrand is `radialIntegrand R k r`.

```lean
/-- Integrand of the radial Fourier transform: `4π r² (1/r - 1/R) sin(kr)/(kr)`. -/
def radialIntegrand (R k r : ℝ) : ℝ :=
  4 * π * r ^ 2 * compPotential R r * (Real.sin (k * r) / (k * r))
```

The kernel $V(k)$ is `compKernel R k`, a real Lebesgue integral over the interval from $0$ to $R$. Both $R$ and $k$ are real numbers, and $k$ is the length of the wave vector.

```lean
/-- The surface-compensated Coulomb kernel: radial Fourier transform over `[0, R]`. -/
def compKernel (R k : ℝ) : ℝ := ∫ r in (0 : ℝ)..R, radialIntegrand R k r
```

A unit charge spread uniformly over the sphere has density $\delta(r-R)/(4\pi R^2)$. Its transform is the average of $e^{-ikRx}$ over the direction cosine $x$, and the imaginary part is odd in $x$ and drops out:

$$F(k) = \frac12\int_{-1}^{1}\cos(kRx)\,dx .$$

This real average is the definition of the form factor `shellFormFactor R k`.

```lean
/-- Form factor of a uniform unit surface charge on the sphere of radius `R`: the average of
`cos(k R x)` over the direction cosine `x ∈ [-1, 1]`. -/
def shellFormFactor (R k : ℝ) : ℝ := 1 / 2 * ∫ x in (-1 : ℝ)..1, Real.cos (k * R * x)
```

## The integrand away from the origin

For $r \neq 0$ one factor of $r$ cancels against $1/(kr)$ and the other multiplies the potential:

$$4\pi r^2\left(\frac1r - \frac1R\right)\frac{\sin kr}{kr} = \frac{4\pi}{k}\left(1 - \frac rR\right)\sin kr .$$

After the two definitions are unfolded, `field_simp` performs these cancellations, using $R \ne 0$, $k \ne 0$ and $r \neq 0$.

```lean
/-- Away from the origin the radial integrand equals `(4π/k)(1 - r/R) sin(kr)`. -/
theorem radialIntegrand_eq {R k r : ℝ} (hR : 0 < R) (hk : 0 < k) (hr : r ≠ 0) :
    radialIntegrand R k r = 4 * π / k * ((1 - r / R) * Real.sin (k * r)) := by
  have hR' := hR.ne'
  have hk' := hk.ne'
  unfold radialIntegrand compPotential
  field_simp
```

The right-hand side is continuous in $r$ on the whole real line, so it is integrable on $[0,R]$. It agrees with the original integrand on the half-open interval $(0,R]$, written `Ioc` in Mathlib, and `congr_fun` carries integrability across. The integral that defines $V(k)$ thus converges for all $R, k > 0$. The later proofs do not call this theorem, since they integrate the continuous form directly.

```lean
/-- The radial integrand is integrable on `[0, R]`. -/
theorem radialIntegrand_integrable {R k : ℝ} (hR : 0 < R) (hk : 0 < k) :
    IntervalIntegrable (radialIntegrand R k) MeasureTheory.volume 0 R := by
  have hc : Continuous fun r : ℝ => 4 * π / k * ((1 - r / R) * Real.sin (k * r)) := by fun_prop
  have hi := hc.intervalIntegrable (μ := MeasureTheory.volume) 0 R
  rw [intervalIntegrable_iff_integrableOn_Ioc_of_le hR.le] at hi ⊢
  exact hi.congr_fun (fun r hr => (radialIntegrand_eq hR hk hr.1.ne').symm) measurableSet_Ioc
```

## Evaluating the kernel

Two elementary integrals are needed, the second by parts:

$$\int_0^R \sin kr\,dr = \frac{1 - \cos kR}{k}, \qquad \int_0^R r\sin kr\,dr = \frac{\sin kR}{k^2} - \frac{R\cos kR}{k}.$$

The cosine terms cancel in the combination that occurs:

$$V(k) = \frac{4\pi}{k}\left[\frac{1-\cos kR}{k} - \frac{\sin kR}{k^2R} + \frac{\cos kR}{k}\right] = \frac{4\pi}{k^2}\left(1 - \frac{\sin kR}{kR}\right).$$

The theorem `compKernel_eq` states this identity for every $R > 0$ and $k > 0$. The proof does not integrate by parts. It names the antiderivative

$$G(r) = \frac{4\pi}{k}\left[-\frac{\cos kr}{k} - \frac1R\left(\frac{\sin kr}{k^2} - \frac{r\cos kr}{k}\right)\right],$$

verifies in `hd` that $G'(r)$ is the continuous integrand by the chain, product and sum rules, and evaluates $G(R) - G(0)$ with `intervalIntegral.integral_eq_sub_of_hasDerivAt`, the fundamental theorem of calculus. At the lower limit $G(0) = -4\pi/k^2$, which supplies the leading $1$ in the closed form.

```lean
/-- Closed form of the compensated kernel: `(4π/k²)(1 - sin(kR)/(kR))` for `R, k > 0`. -/
theorem compKernel_eq {R k : ℝ} (hR : 0 < R) (hk : 0 < k) :
    compKernel R k = 4 * π / k ^ 2 * (1 - Real.sin (k * R) / (k * R)) := by
  have hR' := hR.ne'
  have hk' := hk.ne'
  have hc : Continuous fun r : ℝ => 4 * π / k * ((1 - r / R) * Real.sin (k * r)) := by fun_prop
  have h1 : compKernel R k
      = ∫ r in (0 : ℝ)..R, 4 * π / k * ((1 - r / R) * Real.sin (k * r)) := by
    refine intervalIntegral.integral_congr_ae (Eventually.of_forall fun r hr => ?_)
    rw [Set.uIoc_of_le hR.le] at hr
    exact radialIntegrand_eq hR hk hr.1.ne'
  -- explicit antiderivative
  have hd : ∀ r : ℝ, HasDerivAt
      (fun r : ℝ => 4 * π / k * (-(Real.cos (k * r) / k)
        - (Real.sin (k * r) / k ^ 2 - r * Real.cos (k * r) / k) / R))
      (4 * π / k * ((1 - r / R) * Real.sin (k * r))) r := by
    intro r
    have hl : HasDerivAt (fun r : ℝ => k * r) k r := by
      simpa using (hasDerivAt_id' r).const_mul k
    have h := (((hl.cos.div_const k).fun_neg).fun_sub (((hl.sin.div_const (k ^ 2)).fun_sub
      (((hasDerivAt_id' r).fun_mul hl.cos).div_const k)).div_const R)).const_mul (4 * π / k)
    refine HasDerivAt.congr_deriv h ?_
    field_simp
    ring
  rw [h1, intervalIntegral.integral_eq_sub_of_hasDerivAt (fun r _ => hd r)
    (hc.intervalIntegrable _ _)]
  simp only [mul_zero, Real.sin_zero, Real.cos_zero, zero_mul, zero_div, sub_zero]
  field_simp
  ring
```

The step `h1` deserves a closer look, because it is what connects an integrand written with $1/r$ to the fundamental theorem. That theorem asks for the derivative at every point of the closed interval, the origin included, whereas `radialIntegrand_eq` is stated for $r \neq 0$. The lemma `intervalIntegral.integral_congr_ae` closes the gap: two interval integrals are equal if the integrands agree at almost every point of the half-open interval between the limits. For $0 \le R$ the rewrite `Set.uIoc_of_le` identifies that interval as $(0,R]$, so the origin is not among the points to be examined. `Eventually.of_forall` replaces "almost every" by the stronger "every", and `hr.1.ne'` extracts $r \ne 0$ from $0 < r$. This is the precise version of the physicist's habit of cancelling $r$ under the integral sign, since a single point does not contribute.

## Sign of the kernel

For $kR > 0$ one has $\sin kR < kR$, hence $\sin(kR)/(kR) < 1$. The closed form is then a product of the positive factors $4\pi/k^2$ and $1 - \sin(kR)/(kR)$, so $V(k) > 0$. The proof takes the inequality from `Real.sin_lt`, divides by $kR$ with `div_lt_one`, and multiplies the two factors with `mul_pos`.

```lean
/-- The compensated kernel is strictly positive for `R, k > 0`. -/
theorem compKernel_pos {R k : ℝ} (hR : 0 < R) (hk : 0 < k) : 0 < compKernel R k := by
  have hx : 0 < k * R := mul_pos hk hR
  have h : Real.sin (k * R) / (k * R) < 1 := (div_lt_one hx).2 (Real.sin_lt hx)
  rw [compKernel_eq hR hk]
  exact mul_pos (by positivity) (sub_pos.2 h)
```

## The form factor of the shell

The function $\sin(kRx)/(kR)$ is an antiderivative of $\cos(kRx)$ in $x$, so

$$F(k) = \frac12\cdot\frac{\sin kR - \sin(-kR)}{kR} = \frac{\sin kR}{kR}, \qquad k^2 V(k) = 4\pi\,\bigl(1 - F(k)\bigr).$$

The second relation has the shape of Poisson's equation $-\nabla^2\varphi = 4\pi\rho$ for a potential $\varphi$ and charge density $\rho$ in reciprocal space: the point charge has transform $1$, the shell has transform $-F(k)$, and their sum is the transform of the total density. For $R, k > 0$ the theorem `poisson_form` proves the two displayed identities between real functions of $R$ and $k$; the Laplacian and the charge density do not occur in it. Its agreement with Poisson's equation is a consistency check on the definitions adopted at the start. The proof evaluates $F$ by the fundamental theorem, with `Real.sin_neg` for the lower limit, and substitutes `compKernel_eq`.

```lean
/-- The form factor of the surface charge is `sin(kR)/(kR)`, and `k²` times the kernel equals
`4π` times one minus that form factor. -/
theorem poisson_form {R k : ℝ} (hR : 0 < R) (hk : 0 < k) :
    shellFormFactor R k = Real.sin (k * R) / (k * R) ∧
      k ^ 2 * compKernel R k = 4 * π * (1 - shellFormFactor R k) := by
  have hR' := hR.ne'
  have hk' := hk.ne'
  have hd : ∀ x : ℝ, HasDerivAt (fun x : ℝ => Real.sin (k * R * x) / (k * R))
      (Real.cos (k * R * x)) x := by
    intro x
    have hl : HasDerivAt (fun x : ℝ => k * R * x) (k * R) x := by
      simpa using (hasDerivAt_id' x).const_mul (k * R)
    refine HasDerivAt.congr_deriv (hl.sin.div_const (k * R)) ?_
    field_simp
  have hc : Continuous fun x : ℝ => Real.cos (k * R * x) := by fun_prop
  have h : shellFormFactor R k = Real.sin (k * R) / (k * R) := by
    unfold shellFormFactor
    rw [intervalIntegral.integral_eq_sub_of_hasDerivAt (fun x _ => hd x)
      (hc.intervalIntegrable _ _)]
    simp only [mul_neg, mul_one, Real.sin_neg]
    ring
  refine ⟨h, ?_⟩
  rw [h, compKernel_eq hR hk]
  field_simp
```

## Polynomial bounds on the sine

As $k \to 0$ the closed form is a diverging factor times a vanishing one. Expanding the sine gives the limit, and two-sided bounds make the expansion rigorous. The tool is the mean value theorem. If $f$ is differentiable with $f(0) = 0$ and $f' \ge 0$ on $[0,\infty)$, then for a real number $x > 0$ there is a $c \in (0,x)$ with $f(x)/x = f'(c) \ge 0$, so $f(x) \geq 0$. The lemma `nonneg_of_slope` treats $x = 0$ separately and obtains $c$ from `exists_hasDerivAt_eq_slope`.

```lean
/-- A differentiable function that vanishes at zero and has nonnegative slope on the half line
is nonnegative there. -/
theorem nonneg_of_slope {f f' : ℝ → ℝ} (hd : ∀ x, HasDerivAt f (f' x) x) (h0 : f 0 = 0)
    (hp : ∀ x, 0 ≤ x → 0 ≤ f' x) {x : ℝ} (hx : 0 ≤ x) : 0 ≤ f x := by
  rcases hx.eq_or_lt with h | h
  · rw [← h, h0]
  · obtain ⟨c, hc, he⟩ := exists_hasDerivAt_eq_slope f f' h
      (fun y _ => (hd y).continuousAt.continuousWithinAt) (fun y _ => hd y)
    have h1 := hp c hc.1.le
    rw [he, h0, sub_zero, sub_zero, le_div_iff₀ h, zero_mul] at h1
    exact h1
```

Start from $\cos y \ge 1 - y^2/2$, valid for all real $y$, and define

$$f_1(y) = \sin y - y + \frac{y^3}{6}, \qquad f_2(y) = 1 - \frac{y^2}{2} + \frac{y^4}{24} - \cos y, \qquad f_3(y) = y - \frac{y^3}{6} + \frac{y^5}{120} - \sin y .$$

Each vanishes at $0$. The derivatives form a chain: $f_1'(y) = \cos y - 1 + y^2/2 \ge 0$, then $f_2' = f_1$ and $f_3' = f_2$. Three applications of the lemma give $f_1, f_2, f_3 \ge 0$ on the half line, and the first and third say that for $x \ge 0$

$$x - \frac{x^3}{6} \le \sin x \le x - \frac{x^3}{6} + \frac{x^5}{120}.$$

In the code `h1`, `h2`, `h3` are these three inequalities, `h1` and `h2` serving as the slope hypothesis of the next, and `p2` to `p5` are the derivatives of the powers.

```lean
/-- For `x ≥ 0` the sine lies between its cubic and its quintic Taylor polynomials. -/
theorem sin_taylor_bounds {x : ℝ} (hx : 0 ≤ x) :
    x - x ^ 3 / 6 ≤ Real.sin x ∧ Real.sin x ≤ x - x ^ 3 / 6 + x ^ 5 / 120 := by
  have p2 : ∀ y : ℝ, HasDerivAt (fun y : ℝ => y ^ 2) (2 * y) y :=
    fun y => (hasDerivAt_pow 2 y).congr_deriv (by norm_num)
  have p3 : ∀ y : ℝ, HasDerivAt (fun y : ℝ => y ^ 3) (3 * y ^ 2) y :=
    fun y => (hasDerivAt_pow 3 y).congr_deriv (by norm_num)
  have p4 : ∀ y : ℝ, HasDerivAt (fun y : ℝ => y ^ 4) (4 * y ^ 3) y :=
    fun y => (hasDerivAt_pow 4 y).congr_deriv (by norm_num)
  have p5 : ∀ y : ℝ, HasDerivAt (fun y : ℝ => y ^ 5) (5 * y ^ 4) y :=
    fun y => (hasDerivAt_pow 5 y).congr_deriv (by norm_num)
  -- integrate the bound on the cosine three times
  have h1 : ∀ y : ℝ, 0 ≤ y → 0 ≤ Real.sin y - (y - y ^ 3 / 6) := fun y hy =>
    nonneg_of_slope (f := fun y => Real.sin y - (y - y ^ 3 / 6))
      (f' := fun y => Real.cos y - (1 - y ^ 2 / 2))
      (fun z => ((Real.hasDerivAt_sin z).fun_sub
        ((hasDerivAt_id' z).fun_sub ((p3 z).div_const 6))).congr_deriv (by ring))
      (by simp) (fun z _ => sub_nonneg.2 Real.one_sub_sq_div_two_le_cos) hy
  have h2 : ∀ y : ℝ, 0 ≤ y → 0 ≤ 1 - y ^ 2 / 2 + y ^ 4 / 24 - Real.cos y := fun y hy =>
    nonneg_of_slope (f := fun y => 1 - y ^ 2 / 2 + y ^ 4 / 24 - Real.cos y)
      (f' := fun y => Real.sin y - (y - y ^ 3 / 6))
      (fun z => ((((hasDerivAt_const z (1 : ℝ)).fun_sub ((p2 z).div_const 2)).fun_add
        ((p4 z).div_const 24)).fun_sub (Real.hasDerivAt_cos z)).congr_deriv (by ring))
      (by simp) h1 hy
  have h3 : 0 ≤ x - x ^ 3 / 6 + x ^ 5 / 120 - Real.sin x :=
    nonneg_of_slope (f := fun y => y - y ^ 3 / 6 + y ^ 5 / 120 - Real.sin y)
      (f' := fun y => 1 - y ^ 2 / 2 + y ^ 4 / 24 - Real.cos y)
      (fun z => ((((hasDerivAt_id' z).fun_sub ((p3 z).div_const 6)).fun_add
        ((p5 z).div_const 120)).fun_sub (Real.hasDerivAt_sin z)).congr_deriv (by ring))
      (by simp) h2 hx
  exact ⟨sub_nonneg.1 (h1 x hx), sub_nonneg.1 h3⟩
```

The hypothesis $x \ge 0$ is needed. At $x = -\pi/2$ the cubic polynomial equals $-\pi/2 + \pi^3/48 \approx -0.925$, which lies above $\sin(-\pi/2) = -1$, so the lower bound is false there. All three functions in the inequality are odd, and for negative $x$ both inequalities reverse. This example is ordinary arithmetic and is not proved in Lean here.

## Bounds on the kernel

Write the closed form as

$$V(k) = \frac{4\pi}{k^3R}\,\bigl(kR - \sin kR\bigr).$$

With $x = kR$ the sine bounds read $x^3/6 - x^5/120 \le x - \sin x \le x^3/6$. Multiplying by the positive prefactor, and using $\frac{4\pi}{k^3R}\frac{(kR)^3}{6} = \frac{2\pi R^2}{3}$ and $\frac{4\pi}{k^3R}\frac{(kR)^5}{120} = \frac{\pi k^2R^4}{30}$,

$$\frac{2\pi R^2}{3} - \frac{\pi k^2 R^4}{30} \le V(k) \le \frac{2\pi R^2}{3}.$$

Both bounds hold for all $R, k > 0$. The lower one is positive only for $(kR)^2 < 20$, and beyond that `compKernel_pos` says more. In the proof `e1`, `e2` and `e3` pull the common prefactor out of the kernel and of the two bounds, `linarith` compares the remaining brackets, and `mul_le_mul_of_nonneg_left` restores the prefactor.

```lean
/-- For `R, k > 0` the kernel lies between `2πR²/3 - πk²R⁴/30` and `2πR²/3`. -/
theorem compKernel_bounds {R k : ℝ} (hR : 0 < R) (hk : 0 < k) :
    2 * π * R ^ 2 / 3 - π * k ^ 2 * R ^ 4 / 30 ≤ compKernel R k ∧
      compKernel R k ≤ 2 * π * R ^ 2 / 3 := by
  have hR' := hR.ne'
  have hk' := hk.ne'
  obtain ⟨hlo, hhi⟩ := sin_taylor_bounds (mul_pos hk hR).le
  have hc : 0 ≤ 4 * π / (k ^ 3 * R) := by positivity
  have e1 : compKernel R k = 4 * π / (k ^ 3 * R) * (k * R - Real.sin (k * R)) := by
    rw [compKernel_eq hR hk]
    field_simp <;> ring
  have e2 : 2 * π * R ^ 2 / 3 - π * k ^ 2 * R ^ 4 / 30
      = 4 * π / (k ^ 3 * R) * ((k * R) ^ 3 / 6 - (k * R) ^ 5 / 120) := by
    field_simp <;> ring
  have e3 : 2 * π * R ^ 2 / 3 = 4 * π / (k ^ 3 * R) * ((k * R) ^ 3 / 6) := by
    field_simp <;> ring
  constructor
  · rw [e1, e2]
    exact mul_le_mul_of_nonneg_left (by linarith) hc
  · rw [e1, e3]
    exact mul_le_mul_of_nonneg_left (by linarith) hc
```

## The volume integral of the potential

At zero wave vector the Fourier factor is $1$, and the transform becomes the integral of the potential over the ball, again taken in radial form:

$$\int_0^R 4\pi r^2\left(\frac1r - \frac1R\right)dr = 4\pi\int_0^R\left(r - \frac{r^2}{R}\right)dr = 4\pi\left(\frac{R^2}{2} - \frac{R^2}{3}\right) = \frac{2\pi R^2}{3}.$$

The proof follows the pattern of the closed form: replace the integrand on $(0,R]$ by the polynomial, name the antiderivative $4\pi\,(r^2/2 - r^3/3R)$, and apply the fundamental theorem.

```lean
/-- The volume integral of the compensated potential over the ball of radius `R` is `2πR²/3`. -/
theorem volume_integral {R : ℝ} (hR : 0 < R) :
    ∫ r in (0 : ℝ)..R, 4 * π * r ^ 2 * compPotential R r = 2 * π * R ^ 2 / 3 := by
  have hR' := hR.ne'
  have h1 : ∫ r in (0 : ℝ)..R, 4 * π * r ^ 2 * compPotential R r
      = ∫ r in (0 : ℝ)..R, 4 * π * (r - r ^ 2 / R) := by
    refine intervalIntegral.integral_congr_ae (Eventually.of_forall fun r hr => ?_)
    rw [Set.uIoc_of_le hR.le] at hr
    have hr' := hr.1.ne'
    unfold compPotential
    field_simp <;> ring
  have hd : ∀ r : ℝ, HasDerivAt (fun r : ℝ => 4 * π * (r ^ 2 / 2 - r ^ 3 / 3 / R))
      (4 * π * (r - r ^ 2 / R)) r := fun r =>
    ((((hasDerivAt_pow 2 r).div_const 2).fun_sub
      (((hasDerivAt_pow 3 r).div_const 3).div_const R)).const_mul (4 * π)).congr_deriv
      (by norm_num <;> ring)
  have hc : Continuous fun r : ℝ => 4 * π * (r - r ^ 2 / R) := by fun_prop
  rw [h1, intervalIntegral.integral_eq_sub_of_hasDerivAt (fun r _ => hd r)
    (hc.intervalIntegrable _ _)]
  field_simp <;> ring
```

## The limit of small wavenumber

For fixed $R > 0$ the lower bound is continuous in $k$ and equals $2\pi R^2/3$ at $k = 0$, while the upper bound is that constant. The kernel lies between them, so

$$\lim_{k\to0^+} V(k) = \frac{2\pi R^2}{3}.$$

The filter `𝓝[>] 0` expresses approach to zero through positive values only. The point $k = 0$ must be left out: Lean sets division by zero to zero, so the factor $\sin(kr)/(kr)$ and with it `compKernel R 0` vanish, whereas the physical value at zero wave vector is the volume integral. The theorem states the limit as the number $2\pi R^2/3$, and `volume_integral` gives the same number independently. In the proof `hl` is the limit of the lower bound, restricted to positive $k$ by `mono_left`. The squeeze lemma needs the two inequalities only eventually along the filter, and `self_mem_nhdsWithin` supplies the hypothesis $k > 0$ under which `compKernel_bounds` applies.

```lean
/-- As `k → 0⁺` the compensated kernel tends to `2πR²/3`. -/
theorem compKernel_tendsto {R : ℝ} (hR : 0 < R) :
    Tendsto (compKernel R) (𝓝[>] 0) (𝓝 (2 * π * R ^ 2 / 3)) := by
  have hc : Continuous fun k : ℝ => 2 * π * R ^ 2 / 3 - π * k ^ 2 * R ^ 4 / 30 := by fun_prop
  have hl := (hc.tendsto' 0 (2 * π * R ^ 2 / 3) (by simp)).mono_left
    (nhdsWithin_le_nhds (s := Set.Ioi (0 : ℝ)))
  -- squeeze between the two bounds
  refine tendsto_of_tendsto_of_tendsto_of_le_of_le' hl tendsto_const_nhds ?_ ?_
  · filter_upwards [self_mem_nhdsWithin] with k hk using (compKernel_bounds hR hk).1
  · filter_upwards [self_mem_nhdsWithin] with k hk using (compKernel_bounds hR hk).2

end

end SurfaceCompensatedKernel
```

```lean
#print axioms SurfaceCompensatedKernel.compKernel_eq
#print axioms SurfaceCompensatedKernel.poisson_form
#print axioms SurfaceCompensatedKernel.volume_integral
#print axioms SurfaceCompensatedKernel.compKernel_tendsto
```

```
'SurfaceCompensatedKernel.compKernel_eq' depends on axioms: [propext, Classical.choice, Quot.sound]
'SurfaceCompensatedKernel.poisson_form' depends on axioms: [propext, Classical.choice, Quot.sound]
'SurfaceCompensatedKernel.volume_integral' depends on axioms: [propext, Classical.choice, Quot.sound]
'SurfaceCompensatedKernel.compKernel_tendsto' depends on axioms: [propext, Classical.choice, Quot.sound]
```
